# Direct Coulomb interaction of two 2D 1s excitons: zero exactly at equal electron and hole masses, and at most cubic in the momentum transfer

Two excitons confined to a plane, an idealised quantum well of zero thickness, scatter off each other and exchange a momentum $q$. Each is neutral, yet each consists of an electron cloud and a hole cloud around a common centre of mass. The lighter particle has the wider cloud, so the two charges need not cancel locally. How strong is the Coulomb force that remains, and when is there none?

For hydrogenic 1s excitons that stay in the 1s state, with carrier exchange left out, the direct interaction at $q>0$ vanishes exactly when electron and hole have equal masses. For unequal masses it starts as $q^3$ at small $q$. This fixes the long-wavelength behaviour of the direct term in exciton-exciton scattering calculations that use this 1s form factor and the strictly two-dimensional Coulomb potential, unscreened or reduced by a constant dielectric factor.

```lean
import Mathlib

open Filter Set
open scoped Topology Real

namespace ExcitonDirectInteraction

noncomputable section
```

In the code below, a `def` introduces a quantity. A `theorem` lists its hypotheses in brackets, then states its claim after a colon; the proof follows `:=`. The symbol `ℝ` stands for the real numbers and `π` for the usual constant.

## Charge clouds and their Coulomb energy

```lean
/-- Form factor of the two-dimensional 1s exciton with radius parameter `a`,
at momentum `x`. -/
def formFactor (a x : ℝ) : ℝ := (1 + x ^ 2 * a ^ 2 / 4) ^ (-(3 / 2) : ℝ)
```

This is the form factor

$$F(x)=\left(1+\frac{x^2a^2}{4}\right)^{-3/2},$$

written `formFactor a x` in Lean. It is the Fourier transform of the density $|\varphi(r)|^2$ of the normalised 1s state $\varphi(r)=\sqrt{2/\pi}\,a^{-1}e^{-r/a}$, where $r$ is the electron-hole distance. The code takes the formula as given and does not compute the transform. The length $a$ is the decay length of the wave function, which is half the three-dimensional Bohr radius of the same material; textbooks often use the latter as their parameter.

```lean
/-- Direct interaction of two 1s excitons at momentum transfer `q > 0`: the two-dimensional
Coulomb potential `2π/q` times the electron-electron and hole-hole repulsions minus the two
electron-hole attractions. The two charges carry the form factors at `s q` and `t q`. -/
def directTerm (a s t q : ℝ) : ℝ :=
  2 * π / q *
    (formFactor a (s * q) * formFactor a (s * q) + formFactor a (t * q) * formFactor a (t * q)
      - formFactor a (s * q) * formFactor a (t * q)
      - formFactor a (t * q) * formFactor a (s * q))
```

Let $m_e$ and $m_h$ be the electron and hole masses, $\mathbf R$ the centre of mass and $\mathbf r$ the vector from hole to electron. The electron sits at $\mathbf R+s\,\mathbf r$ and the hole at $\mathbf R-t\,\mathbf r$, with

$$s=\frac{m_h}{m_e+m_h},\qquad t=\frac{m_e}{m_e+m_h}.$$

Note the crossing: the number $s$ that belongs to the electron is the mass fraction of the hole. Averaging the phase $e^{i\mathbf q\cdot s\mathbf r}$ over the 1s density gives the electron the form factor $F(sq)$. In the same way the hole gets $F(tq)$.

The direct term, `directTerm a s t q` in Lean, multiplies the two-dimensional Coulomb potential by the four pair contributions between the excitons:

$$U(q)=\frac{2\pi}{q}\Big[F(sq)^2+F(tq)^2-F(sq)F(tq)-F(tq)F(sq)\Big].$$

The first two terms are electron-electron and hole-hole repulsion, the last two electron-hole attraction. The units absorb the squared charge, a constant dielectric factor and the normalisation area.

The step from the two-exciton matrix element to this expression is the averaging just described. It enters the code as a definition, and no hypothesis of the theorems accounts for it. Exchange of carriers between the excitons, momentum-dependent screening (as in atomically thin layers) and the finite thickness of a real quantum well are absent from the model. If electron and hole have different density profiles across the well, the exact cancellation at equal masses and the cubic law can both fail.

```lean
/-- The direct interaction equals `2π/q` times the square of the difference of the two form factors.
-/
theorem directTerm_eq (a s t q : ℝ) :
    directTerm a s t q
      = 2 * π / q * (formFactor a (s * q) - formFactor a (t * q)) ^ 2 := by
  unfold directTerm
  ring
```

With $A=F(sq)$ and $B=F(tq)$, the bracket is $A^2+B^2-AB-BA=(A-B)^2$. Hence

$$U(q)=\frac{2\pi}{q}\big(F(sq)-F(tq)\big)^2.$$

The square is thus a consequence of the signs of the charges. In the proof, `unfold` inserts the definition and `ring` does the algebra.

## No direct interaction means equal masses

```lean
/-- For `a > 0` the form factor decreases strictly with the momentum `x ≥ 0`. -/
theorem formFactor_strictAntiOn {a : ℝ} (ha : 0 < a) :
    StrictAntiOn (formFactor a) (Ici 0) := by
  intro x hx y hy hxy
  have hx' : 0 ≤ x := hx
  have hsq : x ^ 2 < y ^ 2 := by nlinarith
  have hmul : x ^ 2 * a ^ 2 < y ^ 2 * a ^ 2 := mul_lt_mul_of_pos_right hsq (by positivity)
  unfold formFactor
  exact Real.rpow_lt_rpow_of_neg (by positivity) (by linarith) (by norm_num)
```

`Ici 0` is the half-line $[0,\infty)$, and `StrictAntiOn` says that a function is strictly decreasing on the given set. The argument takes two momenta $0\le x<y$. Then $x^2<y^2$, and since $a^2>0$,

$$1+\frac{x^2a^2}{4}<1+\frac{y^2a^2}{4}.$$

Both sides are positive, and raising them to the power $-3/2$ reverses the inequality, so $F(y)<F(x)$.

The Lean proof has the same order: `hsq` compares the squares, `hmul` multiplies by $a^2$, and `Real.rpow_lt_rpow_of_neg` is the rule for negative exponents.

```lean
/-- For `a > 0`, mass fractions `s, t ≥ 0` and momentum transfer `q > 0`, the direct
interaction vanishes if and only if the mass fractions are equal. -/
theorem directTerm_eq_zero_iff {a s t q : ℝ} (ha : 0 < a) (hs : 0 ≤ s) (ht : 0 ≤ t)
    (hq : 0 < q) : directTerm a s t q = 0 ↔ s = t := by
  rw [directTerm_eq]
  constructor
  · intro h
    have hpos : 0 < 2 * π / q := by positivity
    have hsq := (mul_eq_zero.mp h).resolve_left hpos.ne'
    have hF := sub_eq_zero.mp ((pow_eq_zero_iff two_ne_zero).mp hsq)
    -- a strictly decreasing form factor takes each value only once
    have hst := (formFactor_strictAntiOn ha).injOn
      (mem_Ici.mpr (mul_nonneg hs hq.le)) (mem_Ici.mpr (mul_nonneg ht hq.le)) hF
    exact mul_right_cancel₀ hq.ne' hst
  · rintro rfl
    simp
```

For $a>0$, $s,t\ge 0$ and $q>0$, the statement reads $U(q)=0\iff s=t$. With the mass fractions above, $s=t$ means $m_e=m_h$. The theorem itself does not require $s+t=1$.

Suppose $U(q)=0$. The prefactor $2\pi/q$ is positive, so the square vanishes and $F(sq)=F(tq)$. A strictly decreasing function takes each value only once, and both $sq$ and $tq$ are non-negative, so $sq=tq$. Dividing by $q$ gives $s=t$. Conversely, if $s=t$, the two form factors are the same and their difference is zero.

In Lean, `constructor` splits the equivalence into its two directions. The names `hsq`, `hF` and `hst` hold the three intermediate equations: vanishing square, equal form factors, equal momenta. The last line of the first direction cancels $q$.

The theorem needs $a\neq0$, because at $a=0$ the form factor is 1 everywhere and $U$ vanishes for all $s$ and $t$. It also needs something that excludes $s=-t\neq0$, since $F$ is even.

## The cubic law at small momentum transfer

```lean
/-- Derivative of the profile `(1 + c y)^(-3/2)` with respect to `y`, wherever
`1 + c y > 0`. -/
theorem hasDerivAt_profile (c y : ℝ) (h : 0 < 1 + c * y) :
    HasDerivAt (fun y : ℝ => (1 + c * y) ^ (-(3 / 2) : ℝ))
      (-(3 / 2) * c * (1 + c * y) ^ (-(5 / 2) : ℝ)) y := by
  have h1 : HasDerivAt (fun y : ℝ => 1 + c * y) c y :=
    (((hasDerivAt_id' y).const_mul c).const_add 1).congr_deriv (mul_one c)
  have h2 := h1.rpow_const (p := (-(3 / 2) : ℝ)) (Or.inl h.ne')
  refine h2.congr_deriv ?_
  rw [show (-(3 / 2) : ℝ) - 1 = -(5 / 2) by norm_num]
  ring
```

From here on it helps to use the squared momentum as the variable. In this theorem $y$ denotes that square, and $c$ is a real constant. The claim is

$$\frac{d}{dy}(1+cy)^{-3/2}=-\frac32\,c\,(1+cy)^{-5/2}\qquad\text{where }1+cy>0.$$

`HasDerivAt f f' y` says that the function `f` has derivative `f'` at the point `y`. The proof is the chain rule: `h1` differentiates the inner function $1+cy$, `h2` applies the power rule, and the remaining lines simplify the exponent $-3/2-1=-5/2$.

```lean
/-- At small momentum transfer the form factor at `s q` falls below one by
`(3 a² s² / 8) q²` to leading order. -/
theorem formFactor_small_momentum (a s : ℝ) :
    Tendsto (fun q : ℝ => (1 - formFactor a (s * q)) / q ^ 2) (𝓝[>] 0)
      (𝓝 (3 * a ^ 2 * s ^ 2 / 8)) := by
  have hd : HasDerivAt (fun y : ℝ => (1 + s ^ 2 * a ^ 2 / 4 * y) ^ (-(3 / 2) : ℝ))
      (-(3 * a ^ 2 * s ^ 2 / 8)) 0 :=
    (hasDerivAt_profile (s ^ 2 * a ^ 2 / 4) 0 (by simp)).congr_deriv (by
      rw [mul_zero, add_zero, Real.one_rpow]
      ring)
  -- the difference quotient is evaluated at the squared momentum
  have hq : Tendsto (fun q : ℝ => q ^ 2) (𝓝[>] 0) (𝓝[≠] 0) := by
    refine tendsto_nhdsWithin_iff.mpr ⟨?_, ?_⟩
    · exact ((continuous_pow 2).tendsto' (0 : ℝ) 0 (by norm_num)).mono_left
        nhdsWithin_le_nhds
    · filter_upwards [self_mem_nhdsWithin] with q hq
      exact pow_ne_zero 2 (mem_Ioi.mp hq).ne'
  have h := ((hasDerivAt_iff_tendsto_slope_zero.mp hd).comp hq).neg
  rw [neg_neg] at h
  refine h.congr fun q => ?_
  simp only [Function.comp_apply, smul_eq_mul, zero_add, mul_zero, add_zero, Real.one_rpow,
    formFactor]
  rw [show 1 + (s * q) ^ 2 * a ^ 2 / 4 = 1 + s ^ 2 * a ^ 2 / 4 * q ^ 2 by ring]
  ring
```

`Tendsto f (𝓝[>] 0) (𝓝 L)` says that $f(q)$ tends to $L$ as $q$ decreases to 0 through positive values. The theorem therefore reads

$$\lim_{q\to0^+}\frac{1-F(sq)}{q^2}=\frac{3a^2s^2}{8}.$$

To derive it, set $c=s^2a^2/4$ and $g(y)=(1+cy)^{-3/2}$. Then $F(sq)=g(q^2)$ and $g(0)=1$, and the previous theorem gives

$$g'(0)=-\frac32\cdot\frac{s^2a^2}{4}=-\frac{3a^2s^2}{8}.$$

The expression under the limit is minus a difference quotient of $g$ at zero with step $q^2$:

$$\frac{1-F(sq)}{q^2}=-\frac{g(q^2)-g(0)}{q^2}\longrightarrow-g'(0).$$

In the code, `hd` is the value of $g'(0)$. The step `hq` records that $q^2$ tends to 0 without being 0, which a difference quotient requires. The step `h` composes the two and changes the sign, and the closing lines identify $g(q^2)$ with $F(sq)$.

```lean
/-- As the momentum transfer `q` decreases to zero, the direct interaction divided by `q³`
tends to `2π (3a²/8)² (s² - t²)²`. -/
theorem directTerm_cubic_law (a s t : ℝ) :
    Tendsto (fun q : ℝ => directTerm a s t q / q ^ 3) (𝓝[>] 0)
      (𝓝 (2 * π * (3 * a ^ 2 / 8) ^ 2 * (s ^ 2 - t ^ 2) ^ 2)) := by
  have h : Tendsto (fun q : ℝ => 2 * π * ((1 - formFactor a (t * q)) / q ^ 2
      - (1 - formFactor a (s * q)) / q ^ 2) ^ 2) (𝓝[>] 0)
      (𝓝 (2 * π * (3 * a ^ 2 * t ^ 2 / 8 - 3 * a ^ 2 * s ^ 2 / 8) ^ 2)) :=
    (((formFactor_small_momentum a t).sub (formFactor_small_momentum a s)).pow 2).const_mul
      (2 * π)
  rw [show 2 * π * (3 * a ^ 2 / 8) ^ 2 * (s ^ 2 - t ^ 2) ^ 2
    = 2 * π * (3 * a ^ 2 * t ^ 2 / 8 - 3 * a ^ 2 * s ^ 2 / 8) ^ 2 by ring]
  refine h.congr fun q => ?_
  simp only [directTerm_eq]
  ring
```

This is the cubic law:

$$\lim_{q\to0^+}\frac{U(q)}{q^3}=2\pi\left(\frac{3a^2}{8}\right)^2(s^2-t^2)^2.$$

Insert the square form of $U$ and distribute the factor $1/q^4$ into the square:

$$\frac{U(q)}{q^3}=\frac{2\pi}{q^4}\big(F(sq)-F(tq)\big)^2
=2\pi\left[\frac{1-F(tq)}{q^2}-\frac{1-F(sq)}{q^2}\right]^2.$$

By the previous theorem the bracket tends to $\frac{3a^2}{8}(t^2-s^2)$. Squaring and multiplying by $2\pi$ gives the result.

The physical reading is short. Neutrality removes the constant term of each exciton's charge density in momentum space, and the isotropy of the 1s state removes the linear one. What remains is of order $q^2$ for each exciton, so of order $q^4$ for the pair, and the Coulomb factor $1/q$ leaves $q^3$.

In Lean, `h` builds the limit of the bracketed form with `sub`, `pow 2` and `const_mul`, one for each operation in the formula. The `rw` line rewrites the limit value, and `h.congr` transfers the limit to $U(q)/q^3$. No signs are assumed: the statement holds for all real $a$, $s$ and $t$. When $s^2=t^2$ or $a=0$, the limit is zero.

```lean
/-- If the two mass fractions add up to one, the limit of the direct interaction divided by
`q³` is `2π (3a²/8)² (s - t)²`. -/
theorem directTerm_cubic_law_of_add_eq_one (a : ℝ) {s t : ℝ} (hst : s + t = 1) :
    Tendsto (fun q : ℝ => directTerm a s t q / q ^ 3) (𝓝[>] 0)
      (𝓝 (2 * π * (3 * a ^ 2 / 8) ^ 2 * (s - t) ^ 2)) := by
  have hdiff : s - t = s ^ 2 - t ^ 2 := by linear_combination (-(s - t)) * hst
  rw [hdiff]
  exact directTerm_cubic_law a s t
```

Actual mass fractions satisfy $s+t=1$, so $s^2-t^2=(s-t)(s+t)=s-t$. The limit becomes

$$2\pi\left(\frac{3a^2}{8}\right)^2(s-t)^2=\frac{9\pi a^4}{32}\left(\frac{m_h-m_e}{m_h+m_e}\right)^2.$$

The hypothesis `hst` is the condition $s+t=1$, and `hdiff` is the factorisation. The rest is the cubic law again.

## A bound at every momentum transfer

```lean
/-- Two values of the form factor differ by at most `3a²/8` times the difference of the
squared momenta. -/
theorem abs_formFactor_sub_le (a x y : ℝ) :
    |formFactor a x - formFactor a y| ≤ 3 * a ^ 2 / 8 * |x ^ 2 - y ^ 2| := by
  have hone : ∀ u ∈ Ici (0 : ℝ), 1 ≤ 1 + a ^ 2 / 4 * u := fun u hu => by
    have hu' : 0 ≤ u := hu
    have : 0 ≤ a ^ 2 / 4 * u := by positivity
    linarith
  -- the slope in the squared momentum is steepest at zero
  have hbound : ∀ u ∈ Ici (0 : ℝ),
      ‖-(3 / 2) * (a ^ 2 / 4) * (1 + a ^ 2 / 4 * u) ^ (-(5 / 2) : ℝ)‖ ≤ 3 * a ^ 2 / 8 := by
    intro u hu
    have h1 : (1 + a ^ 2 / 4 * u) ^ (-(5 / 2) : ℝ) ≤ 1 :=
      Real.rpow_le_one_of_one_le_of_nonpos (hone u hu) (by norm_num)
    have h0 : 0 ≤ (1 + a ^ 2 / 4 * u) ^ (-(5 / 2) : ℝ) :=
      Real.rpow_nonneg (by linarith [hone u hu]) _
    rw [Real.norm_eq_abs, abs_le]
    constructor <;>
      nlinarith [mul_nonneg (sq_nonneg a) h0, mul_nonneg (sq_nonneg a) (sub_nonneg.mpr h1)]
  have key := Convex.norm_image_sub_le_of_norm_hasDerivWithin_le
    (f := fun u : ℝ => (1 + a ^ 2 / 4 * u) ^ (-(3 / 2) : ℝ))
    (fun u hu => (hasDerivAt_profile (a ^ 2 / 4) u
      (by linarith [hone u hu])).hasDerivWithinAt)
    hbound (convex_Ici 0) (mem_Ici.mpr (sq_nonneg y)) (mem_Ici.mpr (sq_nonneg x))
  have hF : ∀ z, formFactor a z = (1 + a ^ 2 / 4 * z ^ 2) ^ (-(3 / 2) : ℝ) := fun z => by
    rw [formFactor, show 1 + z ^ 2 * a ^ 2 / 4 = 1 + a ^ 2 / 4 * z ^ 2 by ring]
  rw [hF x, hF y]
  simpa only [Real.norm_eq_abs] using key
```

A limit says nothing about any particular value of $q$. For that, the theorem compares two values of the form factor at arbitrary real $x$ and $y$, which are momenta again:

$$|F(x)-F(y)|\le\frac{3a^2}{8}\,|x^2-y^2|.$$

Write $F(x)=G(x^2)$ with $G(u)=(1+a^2u/4)^{-3/2}$. For $u\ge0$ the base is at least 1, so its power $-5/2$ lies between 0 and 1, and

$$|G'(u)|=\frac{3a^2}{8}\left(1+\frac{a^2u}{4}\right)^{-5/2}\le\frac{3a^2}{8}.$$

The mean value inequality between $y^2$ and $x^2$ then gives the claim.

The proof follows these lines. `hone` says that the base is at least 1, `hbound` is the bound on the slope, and `key` is the mean value inequality on the convex set $[0,\infty)$. Finally, `hF` expresses $F$ through the squared momentum. The double bars in `hbound` are a norm, which for real numbers is the absolute value.

```lean
/-- At every momentum transfer `q > 0` the direct interaction is at most
`2π (3a²/8)² (s² - t²)² q³`. -/
theorem directTerm_le_cubic (a s t : ℝ) {q : ℝ} (hq : 0 < q) :
    directTerm a s t q ≤ 2 * π * (3 * a ^ 2 / 8) ^ 2 * (s ^ 2 - t ^ 2) ^ 2 * q ^ 3 := by
  have hsq : (formFactor a (s * q) - formFactor a (t * q)) ^ 2
      ≤ (3 * a ^ 2 / 8 * ((s * q) ^ 2 - (t * q) ^ 2)) ^ 2 := by
    apply sq_le_sq.mpr
    rw [abs_mul, abs_of_nonneg (show 0 ≤ 3 * a ^ 2 / 8 by positivity)]
    exact abs_formFactor_sub_le a (s * q) (t * q)
  rw [directTerm_eq]
  refine (mul_le_mul_of_nonneg_left hsq (by positivity)).trans_eq ?_
  rw [div_mul_eq_mul_div, div_eq_iff hq.ne']
  ring

end

end ExcitonDirectInteraction
```

For every $q>0$ and all real $a$, $s$ and $t$,

$$U(q)\le2\pi\left(\frac{3a^2}{8}\right)^2(s^2-t^2)^2\,q^3.$$

Put $x=sq$ and $y=tq$ in the previous inequality and square it:

$$\big(F(sq)-F(tq)\big)^2\le\left(\frac{3a^2}{8}\right)^2(s^2-t^2)^2q^4.$$

Multiplying by the positive number $2\pi/q$ turns the left side into $U(q)$ and $q^4$ into $q^3$. In Lean, `hsq` is the squared inequality, `mul_le_mul_of_nonneg_left` performs the multiplication, and the last two lines cancel one power of $q$.

The coefficient is the same as in the cubic law. The small-$q$ formula, used at finite $q$, can therefore overestimate the direct term of this model but never underestimate it.

```lean
#print axioms ExcitonDirectInteraction.directTerm_eq_zero_iff
-- 'ExcitonDirectInteraction.directTerm_eq_zero_iff' depends on axioms: [propext, Classical.choice, Quot.sound]
#print axioms ExcitonDirectInteraction.directTerm_cubic_law_of_add_eq_one
-- 'ExcitonDirectInteraction.directTerm_cubic_law_of_add_eq_one' depends on axioms: [propext, Classical.choice, Quot.sound]
#print axioms ExcitonDirectInteraction.directTerm_le_cubic
-- 'ExcitonDirectInteraction.directTerm_le_cubic' depends on axioms: [propext, Classical.choice, Quot.sound]
```
